# The product of two signed axis permutations is a signed axis permutation

A signed permutation matrix carries each unit vector to a unit vector along some axis, up to sign: `signedPerm σ s` sends the one along axis `j` to `s j` times the one along axis `σ j`. The theorem `signedPerm_mul` says that applying `signedPerm τ t` and then `signedPerm σ s` gives the signed permutation for `σ * τ`, with sign `s (τ j) * t j` on axis `j`. The set of axes is finite and the matrix entries are integers. The proof compares entries, uses `Finset.sum_eq_single` to reduce the sum in the matrix product to its term at `τ j`, and leaves that term to `simp`.

This version doesn't compile in Lean 4 with Mathlib:

```lean
import Mathlib

open Matrix

namespace SignedPermMul

variable {n : Type*} [Fintype n] [DecidableEq n]

/-- The permutation matrix that sends the unit vector along axis `j` to the one along
axis `σ j`. -/
def permMat (σ : Equiv.Perm n) : Matrix n n ℤ :=
  Matrix.of fun i j => if i = σ j then 1 else 0

/-- A signed permutation: a permutation matrix times a diagonal matrix of signs. -/
def signedPerm (σ : Equiv.Perm n) (s : n → ℤˣ) : Matrix n n ℤ :=
  permMat σ * Matrix.diagonal fun j => (s j : ℤ)

/-- Column `j` of a signed permutation has the sign `s j` in row `σ j` and zeros elsewhere. -/
theorem signedPerm_apply (σ : Equiv.Perm n) (s : n → ℤˣ) (i j : n) :
    signedPerm σ s i j = if i = σ j then (s j : ℤ) else 0 := by
  simp [signedPerm, permMat, Matrix.mul_diagonal]

/-- Two signed permutations compose to a signed permutation: the permutations multiply, and
each axis collects the signs it meets on its way. -/
theorem signedPerm_mul (σ τ : Equiv.Perm n) (s t : n → ℤˣ) :
    signedPerm σ s * signedPerm τ t = signedPerm (σ * τ) fun j => s (τ j) * t j := by
  ext i j
  rw [Matrix.mul_apply, Finset.sum_eq_single (τ j)]
  · simp [signedPerm_apply]
  · intro k _ hk
    simp [signedPerm_apply, hk]
  · simp

end SignedPermMul
```

Messages:

```
Main.lean:29:2: error: unsolved goals
n : Type u_1
inst✝¹ : Fintype n
inst✝ : DecidableEq n
σ τ : Equiv.Perm n
s t : n → ℤˣ
i j : n
⊢ (if i = σ (τ j) then ↑(s (τ j)) * ↑(t j) else 0) = if i = σ (τ j) then ↑(s (τ j)) * ↑(t j) else 0
```

After these edits no error is left:

```diff
@@ -27,5 +27,5 @@
   ext i j
   rw [Matrix.mul_apply, Finset.sum_eq_single (τ j)]
-  · simp [signedPerm_apply]
+  · by_cases h : i = σ (τ j) <;> simp [signedPerm_apply, h]
   · intro k _ hk
     simp [signedPerm_apply, hk]
```

Cause. The one error is a goal left over by the first `simp`, and its two sides print alike. What the printout hides is that every `if` carries a `Decidable` instance, a procedure for deciding its condition. On the right the condition began as `i = (σ * τ) j`. `simp` rewrote it to `i = σ (τ j)`, but the instance still refers to `(σ * τ) j`, while the one on the left refers to `σ (τ j)`. The two agree by definition, but seeing that means unfolding the product of permutations, which `simp` doesn't do when it tries to close the goal by reflexivity.

The repair splits on whether `i = σ (τ j)` and gives `simp` the answer as `h`. With the condition known to be true or false, each `if` reduces to one of its branches and its instance disappears. Both sides are then the same product of signs in the first case, and zero in the second.
